# Across the Gap above N Filled Landau Levels, the Magnetization Rises Linearly from −NB/(4π) to NB/(4π)

A: Take non-interacting, spinless electrons in two dimensions at zero temperature, in a uniform magnetic field B > 0 perpendicular to the plane, and in units e = ħ = m = 1. Let the chemical potential μ lie in the gap above the lowest N ≥ 1 Landau levels. Then the magnetization per area is

M = N(μ − NB)/(2π).

Its slope in μ is N/(2π), and it rises strictly from −NB/(4π) at the lower edge of the gap to NB/(4π) at the upper edge.

Q: Before I look at any Lean, show me the calculation.

A: The levels have energies B(n + 1/2), n = 0, 1, 2, …, and each holds B/(2π) states per area. With the lowest N filled, the grand potential per area Ω is the density times the sum of energy minus μ. The sum of the level energies needs

1/2 + 3/2 + … + (N − 1/2) = N(N − 1)/2 + N/2 = N²/2,

and therefore

Ω = (B/(2π)) (N²B/2 − Nμ) = (N²B²/2 − NμB)/(2π).

Differentiate with respect to B at fixed μ and change the sign:

M = −∂Ω/∂B = −(N²B − Nμ)/(2π) = N(μ − NB)/(2π).

The gap runs from B(N − 1/2) to B(N + 1/2), so μ − NB runs from −B/2 to B/2. Multiplying by N/(2π) gives the two edge values.

Q: What does the file take as given about Landau levels?

A: The spectrum and the degeneracy. Both enter as definitions and are not derived from a Schrödinger equation. In these units B is also the cyclotron energy ħeB/m, which sets the level spacing, and the density B/(2π) stands for one state per flux quantum h/e.

```lean
import Mathlib

open Filter Topology Real

namespace LandauGapMagnetization

noncomputable section

/-- Energy of the Landau level with index `n` in the field `B` (units e = ħ = m = 1). -/
def landauLevel (B : ℝ) (n : ℕ) : ℝ := B * ((n : ℝ) + 1 / 2)

/-- Number of states per unit area in one Landau level. -/
def levelDensity (B : ℝ) : ℝ := B / (2 * π)
```

Q: My main doubt is about the filling. If you declare that N levels are filled and differentiate, the formula holds for any μ whatever, and the gap plays no part.

A: That is why there are two potentials. `filledPotential` has the number N put in by hand. `grandPotential` has no N at all: it sums over every level, and the factor min(energy − μ, 0) keeps a level only if it lies below μ. A level exactly at μ contributes zero whether it is filled or empty.

```lean
/-- Grand potential per area when exactly the lowest `N` Landau levels are filled. -/
def filledPotential (N : ℕ) (μ B : ℝ) : ℝ :=
  ∑ n ∈ Finset.range N, levelDensity B * (landauLevel B n - μ)

/-- Zero-temperature grand potential per area: every level below the chemical potential `μ`
is filled and every level above it is empty. -/
def grandPotential (μ B : ℝ) : ℝ :=
  ∑' n : ℕ, levelDensity B * min (landauLevel B n - μ) 0
```

The magnetization is defined from the second one, so the chemical potential decides the occupation, also while the field is being varied.

```lean
/-- Magnetization per area: minus the field derivative of the grand potential at fixed `μ`. -/
def magnetization (μ B : ℝ) : ℝ := -deriv (fun b => grandPotential μ b) B
```

Q: `deriv` returns a number even where a function has no derivative. How do I know that this isn't happening here?

A: It does happen when μ sits exactly on a level: Ω then has a kink in B, and Lean's `deriv` gives 0 by convention. The formulas below are for μ off the levels, and there the existence of the derivative is proved along with its value. The interval is open for this reason.

```lean
/-- The open energy interval from `B (N - 1/2)` to `B (N + 1/2)`. -/
abbrev landauGap (N : ℕ) (B : ℝ) : Set ℝ :=
  Set.Ioo (B * ((N : ℝ) - 1 / 2)) (B * ((N : ℝ) + 1 / 2))
```

For N ≥ 1 its lower end is level N − 1, the highest filled one, and its upper end is level N, the lowest empty one. For N = 0 the interval is only a stretch of energy below the upper end B/2, which is the lowest level, and nothing is filled there.

Q: Then take me through the proof. Where is the sum N²/2?

A: In the closed form for `filledPotential`, proved by induction on N. Adding level k to k filled levels uses k²/2 + k + 1/2 = (k + 1)²/2, and `ring` does that algebra.

```lean
/-- Closed form of the grand potential of `N` filled Landau levels. -/
theorem filledPotential_eq (N : ℕ) (μ B : ℝ) :
    filledPotential N μ B = B / (2 * π) * ((N : ℝ) ^ 2 / 2 * B - N * μ) := by
  unfold filledPotential levelDensity landauLevel
  induction N with
  | zero => simp
  | succ k ih =>
    rw [Finset.sum_range_succ, ih]
    push_cast
    ring
```

Q: And the link between the infinite sum and the N levels?

A: That is the next theorem. If n < N, then n + 1 ≤ N, so

B(n + 1/2) ≤ B(N − 1/2) < μ,

and the minimum is energy − μ. If n ≥ N, then

B(n + 1/2) ≥ B(N + 1/2) > μ,

and the minimum is 0. In Lean, `tsum_eq_sum` cuts the infinite sum down to `Finset.range N`, which leaves exactly these two cases to check. Both use B > 0.

```lean
/-- With the chemical potential in gap `N`, the grand potential is that of the lowest `N`
levels filled. -/
theorem grandPotential_eq_filled {N : ℕ} {μ B : ℝ} (hB : 0 < B) (hμ : μ ∈ landauGap N B) :
    grandPotential μ B = filledPotential N μ B := by
  have h1 := hμ.1
  have h2 := hμ.2
  unfold grandPotential filledPotential
  -- levels with index at least N lie above μ and contribute nothing
  rw [tsum_eq_sum (s := Finset.range N)]
  · refine Finset.sum_congr rfl fun n hn => ?_
    have hn' : (n : ℝ) + 1 ≤ N := by exact_mod_cast Finset.mem_range.mp hn
    have h3 := mul_le_mul_of_nonneg_left hn' hB.le
    rw [min_eq_left]
    unfold landauLevel
    linarith
  · intro n hn
    have hn' : (N : ℝ) ≤ n := by
      exact_mod_cast not_lt.mp (fun h => hn (Finset.mem_range.mpr h))
    have h3 := mul_le_mul_of_nonneg_left hn' hB.le
    rw [min_eq_right, mul_zero]
    unfold landauLevel
    linarith
```

Q: That is an equality at one value of B. You can't differentiate an equality that holds at a single point.

A: No, it has to hold for all fields near B, and it does. The two edges of the gap move continuously with the field and μ is strictly between them, so a small enough change of B leaves μ in the gap and the occupation unchanged. The step `heq` says this: near B, `grandPotential` agrees with the quadratic closed form. It combines three conditions that hold for all b close to B, namely b > 0, lower edge below μ and upper edge above μ. The step `hd` differentiates the quadratic by the product rule, and the last line transfers the derivative to `grandPotential`.

```lean
/-- In gap `N` the grand potential is differentiable in the field, with derivative
`-N (μ - N B) / (2π)`. -/
theorem hasDerivAt_grandPotential {N : ℕ} {μ B : ℝ} (hB : 0 < B) (hμ : μ ∈ landauGap N B) :
    HasDerivAt (fun b => grandPotential μ b) (-((N : ℝ) / (2 * π) * (μ - N * B))) B := by
  have c1 : Continuous fun b : ℝ => b * ((N : ℝ) - 1 / 2) := by fun_prop
  have c2 : Continuous fun b : ℝ => b * ((N : ℝ) + 1 / 2) := by fun_prop
  -- a small change of the field leaves μ inside the gap
  have heq : (fun b => grandPotential μ b) =ᶠ[𝓝 B]
      fun b => b / (2 * π) * ((N : ℝ) ^ 2 / 2 * b - N * μ) := by
    filter_upwards [eventually_gt_nhds hB, (c1.tendsto B).eventually (eventually_lt_nhds hμ.1),
      (c2.tendsto B).eventually (eventually_gt_nhds hμ.2)] with b h0 h1 h2
    rw [grandPotential_eq_filled h0 ⟨h1, h2⟩, filledPotential_eq]
  have hd : HasDerivAt (fun b : ℝ => b / (2 * π) * ((N : ℝ) ^ 2 / 2 * b - N * μ))
      (-((N : ℝ) / (2 * π) * (μ - N * B))) B :=
    (((hasDerivAt_id' B).div_const (2 * π)).fun_mul
      (((hasDerivAt_id' B).const_mul ((N : ℝ) ^ 2 / 2)).sub_const ((N : ℝ) * μ))).congr_deriv
      (by ring)
  exact hd.congr_of_eventuallyEq heq
```

The sign change then gives the formula for M.

```lean
/-- In gap `N` the magnetization is `N (μ - N B) / (2π)`. -/
theorem magnetization_eq {N : ℕ} {μ B : ℝ} (hB : 0 < B) (hμ : μ ∈ landauGap N B) :
    magnetization μ B = (N : ℝ) / (2 * π) * (μ - N * B) := by
  unfold magnetization
  rw [(hasDerivAt_grandPotential hB hμ).deriv, neg_neg]
```

This holds for N = 0 as well, where M is zero.

Q: Now the main theorem. Read it to me in words.

A: Fix N ≥ 1 and B > 0. The theorem `magnetization_across_gap` makes four statements about M as a function of the chemical potential, with the field held fixed. First, at every μ in the gap, M is differentiable with derivative N/(2π). Second, M is strictly increasing on the gap. Third, as μ approaches the lower edge from above, M tends to −NB/(4π). Fourth, as μ approaches the upper edge from below, M tends to NB/(4π). The arrows in `𝓝[>]` and `𝓝[<]` mark the side of approach.

```lean
/-- With `N ≥ 1` filled Landau levels, the magnetization has slope `N / (2π)` in the chemical
potential throughout the gap, and it rises strictly from `-N B / (4π)` at the lower edge to
`N B / (4π)` at the upper edge. -/
theorem magnetization_across_gap {N : ℕ} {B : ℝ} (hN : 1 ≤ N) (hB : 0 < B) :
    (∀ μ ∈ landauGap N B, HasDerivAt (fun m => magnetization m B) ((N : ℝ) / (2 * π)) μ) ∧
    StrictMonoOn (fun m => magnetization m B) (landauGap N B) ∧
    Tendsto (fun m => magnetization m B) (𝓝[>] (B * ((N : ℝ) - 1 / 2)))
      (𝓝 (-(N * B / (4 * π)))) ∧
    Tendsto (fun m => magnetization m B) (𝓝[<] (B * ((N : ℝ) + 1 / 2)))
      (𝓝 (N * B / (4 * π))) := by
  have hN' : (0 : ℝ) < N := by exact_mod_cast hN
  have hlt : B * ((N : ℝ) - 1 / 2) < B * ((N : ℝ) + 1 / 2) := by linarith
  have hc : Continuous fun m : ℝ => (N : ℝ) / (2 * π) * (m - N * B) := by fun_prop
  refine ⟨fun μ hμ => ?_, fun x hx y hy hxy => ?_, ?_, ?_⟩
  · -- the linear law holds in a neighbourhood of μ
    have hd : HasDerivAt (fun m : ℝ => (N : ℝ) / (2 * π) * (m - N * B))
        ((N : ℝ) / (2 * π)) μ :=
      (((hasDerivAt_id' μ).sub_const ((N : ℝ) * B)).const_mul
        ((N : ℝ) / (2 * π))).congr_deriv (by ring)
    refine hd.congr_of_eventuallyEq ?_
    filter_upwards [isOpen_Ioo.mem_nhds hμ] with m hm
    exact magnetization_eq hB hm
  · change magnetization x B < magnetization y B
    rw [magnetization_eq hB hx, magnetization_eq hB hy]
    have hs : 0 < (N : ℝ) / (2 * π) := by positivity
    exact mul_lt_mul_of_pos_left (by linarith) hs
  · have hv : -(N * B / (4 * π)) = (N : ℝ) / (2 * π) * (B * ((N : ℝ) - 1 / 2) - N * B) := by
      ring
    rw [hv]
    refine ((hc.tendsto _).mono_left nhdsWithin_le_nhds).congr' ?_
    filter_upwards [Ioo_mem_nhdsGT hlt] with m hm
    exact (magnetization_eq hB hm).symm
  · have hv : N * B / (4 * π) = (N : ℝ) / (2 * π) * (B * ((N : ℝ) + 1 / 2) - N * B) := by
      ring
    rw [hv]
    refine ((hc.tendsto _).mono_left nhdsWithin_le_nhds).congr' ?_
    filter_upwards [Ioo_mem_nhdsLT hlt] with m hm
    exact (magnetization_eq hB hm).symm
```

Q: Why limits, and not simply the values at the edges?

A: At an edge μ coincides with a level, and Ω has its kink there. The one-sided limits are what the phrase "rises from one value to the other" means physically.

The proof transfers everything from the straight line N(μ − NB)/(2π). For the slope, M agrees with that line throughout a neighbourhood of μ, because the gap is open. For the monotonicity, `magnetization_eq` is applied at both points, and the positive factor N/(2π) preserves the order. This is where N ≥ 1 is needed, since for N = 0 the magnetization is constant. For the limits, the line is continuous, its value at each edge is computed by `ring`, and M equals the line at all points of the gap next to that edge.

Q: What does the slope have to do with the quantum Hall effect?

A: For these non-interacting electrons in a clean system, the Maxwell relation ∂M/∂μ = ∂n/∂B, with n now the electron density, and Středa's formula identify the slope N/(2π) with the size of the Hall conductance, N e²/h in ordinary units. The file defines neither the electron density nor the Hall conductance, so what it establishes is the magnetization slope alone.

Q: M changes sign inside the gap. Where?

A: At the centre, μ = NB, and nowhere else in the gap. A product of the nonzero number N/(2π) with μ − NB vanishes only when the second factor does.

```lean
/-- With `N ≥ 1` filled levels, the magnetization vanishes in the gap exactly when the chemical
potential is at the gap centre `N B`. -/
theorem magnetization_eq_zero_iff {N : ℕ} {μ B : ℝ} (hN : 1 ≤ N) (hB : 0 < B)
    (hμ : μ ∈ landauGap N B) : magnetization μ B = 0 ↔ μ = N * B := by
  have hN' : (0 : ℝ) < N := by exact_mod_cast hN
  have hs : (N : ℝ) / (2 * π) ≠ 0 := by positivity
  rw [magnetization_eq hB hμ, mul_eq_zero, or_iff_right hs, sub_eq_zero]
```

Q: If M climbs to a positive value at the top of one gap and starts from a negative value at the bottom of the next, it must jump.

A: It drops when μ crosses level N from below, that is, when the number of filled levels goes from N to N + 1. The two one-sided values are

just below: NB/(4π)

just above: −(N + 1)B/(4π)

and their difference is

(2N + 1)B/(4π) = B(N + 1/2)/(2π),

the energy of the level divided by 2π. The same pattern appears if μ is held fixed and the field is lowered instead: M = N(μ − NB)/(2π) rises while N levels stay filled, and it drops each time another level moves down through μ. In this idealised two-dimensional model, that sawtooth in the field is the de Haas–van Alphen oscillation.

The formal version compares M at equal distances d below and above the level and lets d shrink to zero. For 0 < d < B the two points lie in neighbouring gaps, which is what `hlow` and `hhigh` check. The difference is then exactly

B(N + 1/2)/(2π) − (2N + 1)d/(2π),

and the second term vanishes in the limit. The case N = 0 is included: on crossing the lowest level, M goes from 0 to −B/(4π).

```lean
/-- When the chemical potential crosses a Landau level from below, the magnetization drops by
the energy of that level divided by `2π`. -/
theorem magnetization_drop_at_level (N : ℕ) {B : ℝ} (hB : 0 < B) :
    Tendsto (fun d => magnetization (landauLevel B N - d) B
      - magnetization (landauLevel B N + d) B) (𝓝[>] 0) (𝓝 (landauLevel B N / (2 * π))) := by
  have hc : Continuous fun d : ℝ =>
      landauLevel B N / (2 * π) - (2 * (N : ℝ) + 1) / (2 * π) * d := by fun_prop
  have ht := (hc.tendsto 0).mono_left (nhdsWithin_le_nhds (s := Set.Ioi (0 : ℝ)))
  rw [mul_zero, sub_zero] at ht
  refine ht.congr' ?_
  filter_upwards [Ioo_mem_nhdsGT hB] with d hd
  have hd1 := hd.1
  have hd2 := hd.2
  -- just below the level N levels are filled, just above it N + 1
  have hlow : landauLevel B N - d ∈ landauGap N B := by
    unfold landauLevel
    constructor <;> linarith
  have hhigh : landauLevel B N + d ∈ landauGap (N + 1) B := by
    unfold landauLevel
    constructor <;> push_cast <;> linarith
  rw [magnetization_eq hB hlow, magnetization_eq hB hhigh]
  unfold landauLevel
  push_cast
  ring

end

end LandauGapMagnetization
```

```lean
#print axioms LandauGapMagnetization.magnetization_across_gap
#print axioms LandauGapMagnetization.magnetization_eq_zero_iff
#print axioms LandauGapMagnetization.magnetization_drop_at_level
```

```
'LandauGapMagnetization.magnetization_across_gap' depends on axioms: [propext, Classical.choice, Quot.sound]
'LandauGapMagnetization.magnetization_eq_zero_iff' depends on axioms: [propext, Classical.choice, Quot.sound]
'LandauGapMagnetization.magnetization_drop_at_level' depends on axioms: [propext, Classical.choice, Quot.sound]
```

Q: Give me numbers that I can check without using the formula for M.

A: Take B = 2 and μ = 6.5. The levels are at 1, 3, 5, 7, …, so N = 3 are filled and the gap runs from 5 to 7. Now change the field a little in each direction, keep μ fixed, and add up the filled levels directly.

At B = 2.1 the filled levels are 1.05, 3.15 and 5.25, with sum 9.45, and the next one is at 7.35. Hence

Ω = (2.1/(2π)) (9.45 − 19.5) = −10.5525/π.

At B = 1.9 they are 0.95, 2.85 and 4.75, with sum 8.55, and the next one is at 6.65. Hence

Ω = (1.9/(2π)) (8.55 − 19.5) = −10.4025/π.

Minus the difference quotient is

−(−10.5525 + 10.4025)/(0.2π) = 0.75/π ≈ 0.239.

The formula gives 3(6.5 − 6)/(2π) = 0.75/π. The agreement is exact because Ω is quadratic in B as long as the same three levels stay filled. At the edges of this gap M tends to −1.5/π and 1.5/π, and when μ passes the level at 7, M falls by 7/(2π) = 3.5/π, to −2/π.

Q: And what would a real sample add that this leaves out?

A: Spin and Zeeman splitting, interactions, disorder that broadens the levels, a lattice, and finite temperature, which rounds off the jumps. The calculation also holds μ fixed. In a sample with a fixed number of electrons, μ itself moves as the field changes, and the magnetization has to be worked out under that condition instead.
